# A dimerized ring with real hoppings v and w has a zero-energy level exactly when v = −w, or v = w and the number of cells is even

Take a ring of N ≥ 1 cells with two sites each and zero on-site energies. A real amplitude v connects the two sites of a cell, and a real amplitude w connects the second site of each cell to the first site of the next. The allowed momenta are θ(k) = 2πk/N with k = 0, …, N−1. The Bloch matrix at θ(k) has zero diagonal, upper off-diagonal entry

h(k) = v + w exp(−iθ(k)),

and the complex conjugate of h(k) below it.

I expect the levels ±√(v² + w² + 2vw cos θ(k)), with zero among them for some k exactly when v = −w, or v = w and N is even. Can this be made rigorous and machine-checked, both for the Bloch matrices and for the ring in real space?

## From the Bloch entry to the parity of N

Yes, and v and w may also vanish. Write ψ(n,0) and ψ(n,1) for the amplitudes on the first and second sites of cell n. The Hamiltonian acts as

(Hψ)(n,0) = v ψ(n,1) + w ψ(n−1,1)

(Hψ)(n,1) = v ψ(n,0) + w ψ(n+1,0).

Insert ψ(n,s) = exp(iθ(k)n) u(s), where s = 0, 1 and u holds the two cell amplitudes. The shifts by one cell produce factors exp(∓iθ(k)), so H acts on u as the Bloch matrix. The squared modulus of its off-diagonal entry is

|h(k)|² = (v + w cos θ(k))² + w² sin² θ(k) = v² + w² + 2vw cos θ(k).

The secular determinant is E² − |h(k)|², which gives the two stated levels.

A zero level therefore requires h(k) = 0, that is, v = −w exp(−iθ(k)). Since exp(−iNθ(k)) = exp(−2πik) = 1, the N-th power of this equation is

v^N = (−w)^N.

For odd N, the real function x ↦ x^N is strictly increasing, so v = −w. For even N, the equation gives |v| = |w|, so v = −w or v = w. Conversely, if v = −w, then h(0) = v + w = 0. If v = w and N = 2m, then θ(m) = π and h(m) = v − w = 0.

In real space, a zero mode obeys v ψ(n,0) + w ψ(n+1,0) = 0. Suppose that it is nonzero on the first site of cell n, and set c(m) = ψ(n+m,0). Then v c(m) = −w c(m+1), and induction gives

v^m c(0) = (−w)^m c(m),

because v^(m+1) c(0) = (−w)^m v c(m) = (−w)^(m+1) c(m+1). No division by w occurs. After N steps c(N) = c(0) ≠ 0, so again v^N = (−w)^N. If the nonzero amplitude is on a second site, the same argument runs the other way round the ring, with c(m) = ψ(n−m,1). For the converse, a Bloch eigenvector at zero energy times its plane wave is a zero mode.

## One cell and two cells

For N = 1 the only momentum is 0. Both bonds join the same two sites, the levels are ±|v + w|, and zero occurs only for v = −w. For N = 2 the momentum π is added, with levels ±|v − w|, so v = w also gives a zero.

## The ring and its levels in Lean

```lean
import Mathlib

open Matrix ComplexConjugate

namespace DimerizedRing

noncomputable section

/-- The `k`-th allowed crystal momentum `2πk/N` of a ring of `N` cells. -/
def momentum (N k : ℕ) : ℝ := 2 * Real.pi * k / N

/-- The off-diagonal Bloch entry `v + w exp(-2πik/N)`. -/
def hop (v w : ℝ) (N k : ℕ) : ℂ :=
  v + w * Complex.exp (((-momentum N k : ℝ) : ℂ) * Complex.I)

/-- The Bloch matrix of the dimerized ring at the `k`-th allowed momentum. -/
def bloch (v w : ℝ) (N k : ℕ) : Matrix (Fin 2) (Fin 2) ℂ :=
  !![0, hop v w N k; conj (hop v w N k), 0]

/-- `E` is an energy level of `M`: it has a nonzero eigenvector. -/
def IsLevel (M : Matrix (Fin 2) (Fin 2) ℂ) (E : ℂ) : Prop :=
  ∃ x : Fin 2 → ℂ, x ≠ 0 ∧ M *ᵥ x = E • x

/-- The real-space Hamiltonian: hopping `v` inside a cell and `w` between neighbouring cells. -/
def ringH (v w : ℝ) (ψ : ℤ → Fin 2 → ℂ) (n : ℤ) : Fin 2 → ℂ :=
  ![v * ψ n 1 + w * ψ (n - 1) 1, v * ψ n 0 + w * ψ (n + 1) 0]

/-- The plane-wave phase of cell `n` at the `k`-th allowed momentum. -/
def planeWave (N k : ℕ) (n : ℤ) : ℂ :=
  Complex.exp ((momentum N k : ℂ) * n * Complex.I)

/-- The squared modulus of the off-diagonal entry is `v² + w² + 2vw cos(2πk/N)`. -/
theorem normSq_hop (v w : ℝ) (N k : ℕ) :
    Complex.normSq (hop v w N k) =
      v ^ 2 + w ^ 2 + 2 * v * w * Real.cos (momentum N k) := by
  have hre : (hop v w N k).re = v + w * Real.cos (momentum N k) := by
    unfold hop
    rw [Complex.add_re, Complex.re_ofReal_mul, Complex.ofReal_re,
      Complex.exp_ofReal_mul_I_re, Real.cos_neg]
  have him : (hop v w N k).im = 0 + w * -Real.sin (momentum N k) := by
    unfold hop
    rw [Complex.add_im, Complex.im_ofReal_mul, Complex.ofReal_im,
      Complex.exp_ofReal_mul_I_im, Real.sin_neg]
  rw [Complex.normSq_apply, hre, him]
  linear_combination w ^ 2 * Real.sin_sq_add_cos_sq (momentum N k)

/-- The levels of the Bloch matrix are the numbers whose square is the squared modulus of its
off-diagonal entry. -/
theorem isLevel_iff_sq (v w : ℝ) (N k : ℕ) (E : ℂ) :
    IsLevel (bloch v w N k) E ↔ E ^ 2 = (Complex.normSq (hop v w N k) : ℂ) := by
  have h : IsLevel (bloch v w N k) E ↔
      (bloch v w N k - E • (1 : Matrix (Fin 2) (Fin 2) ℂ)).det = 0 := by
    rw [← Matrix.exists_mulVec_eq_zero_iff]
    simp only [IsLevel, Matrix.sub_mulVec, Matrix.smul_mulVec, Matrix.one_mulVec, sub_eq_zero]
  -- the secular determinant
  have hd : (bloch v w N k - E • (1 : Matrix (Fin 2) (Fin 2) ℂ)).det =
      E ^ 2 - hop v w N k * conj (hop v w N k) := by
    simp [Matrix.det_fin_two, bloch]
    ring
  rw [h, hd, Complex.mul_conj, sub_eq_zero]

/-- The levels at the `k`-th momentum are exactly `±√(v² + w² + 2vw cos(2πk/N))`. -/
theorem bloch_levels (v w : ℝ) (N k : ℕ) (E : ℂ) :
    IsLevel (bloch v w N k) E ↔
      E = (√(v ^ 2 + w ^ 2 + 2 * v * w * Real.cos (momentum N k)) : ℝ) ∨
      E = -(√(v ^ 2 + w ^ 2 + 2 * v * w * Real.cos (momentum N k)) : ℝ) := by
  rw [isLevel_iff_sq, ← normSq_hop, ← sq_eq_sq_iff_eq_or_eq_neg, ← Complex.ofReal_pow,
    Real.sq_sqrt (Complex.normSq_nonneg _)]

/-- For real hoppings and `N ≥ 1`, `v^N = (-w)^N` holds exactly when `v = -w`, or `v = w` and `N` is
even. -/
theorem pow_eq_neg_pow_iff {N : ℕ} (hN : N ≠ 0) (v w : ℝ) :
    v ^ N = (-w) ^ N ↔ v = -w ∨ (v = w ∧ Even N) := by
  constructor
  · intro h
    rcases Nat.even_or_odd N with he | ho
    · have habs : |v| = |-w| :=
        (pow_left_inj₀ (abs_nonneg _) (abs_nonneg _) hN).mp
          (by rw [he.pow_abs, he.pow_abs]; exact h)
      rcases abs_eq_abs.mp habs with h1 | h1
      · exact Or.inl h1
      · exact Or.inr ⟨by rw [h1, neg_neg], he⟩
    · exact Or.inl (ho.strictMono_pow.injective h)
  · rintro (h | ⟨h, he⟩)
    · rw [h]
    · rw [h, he.neg_pow]

/-- Some allowed momentum of a ring of `N ≥ 1` cells has a zero-energy level exactly when
`v = -w`, or `v = w` and `N` is even. -/
theorem bloch_gap_closes_iff {N : ℕ} (hN : N ≠ 0) (v w : ℝ) :
    (∃ k, k < N ∧ IsLevel (bloch v w N k) 0) ↔ v = -w ∨ (v = w ∧ Even N) := by
  have hzero : ∀ k, IsLevel (bloch v w N k) 0 ↔ hop v w N k = 0 := by
    intro k
    rw [isLevel_iff_sq, zero_pow two_ne_zero]
    constructor
    · intro h
      exact Complex.normSq_eq_zero.mp (Complex.ofReal_eq_zero.mp h.symm)
    · intro h
      rw [h]
      simp
  constructor
  · rintro ⟨k, -, hk⟩
    have h0 := (hzero k).mp hk
    unfold hop at h0
    -- the Bloch phase is an N-th root of unity
    have hz : Complex.exp (((-momentum N k : ℝ) : ℂ) * Complex.I) ^ N = 1 := by
      have hm : momentum N k * N = 2 * Real.pi * k :=
        div_mul_cancel₀ _ (Nat.cast_ne_zero.mpr hN)
      have hmC : (momentum N k : ℂ) * N = 2 * Real.pi * k := by exact_mod_cast hm
      rw [← Complex.exp_nat_mul, Complex.exp_eq_one_iff]
      refine ⟨-(k : ℤ), ?_⟩
      push_cast
      linear_combination -Complex.I * hmC
    have hv : (v : ℂ) = -(w : ℂ) * Complex.exp (((-momentum N k : ℝ) : ℂ) * Complex.I) := by
      linear_combination h0
    have hp : (v : ℂ) ^ N = (-(w : ℂ)) ^ N := by rw [hv, mul_pow, hz, mul_one]
    exact (pow_eq_neg_pow_iff hN v w).mp (by exact_mod_cast hp)
  · rintro (h | ⟨h, m, hm⟩)
    · exact ⟨0, Nat.pos_of_ne_zero hN, (hzero 0).mpr (by simp [hop, momentum, h])⟩
    · -- for even N the momentum π is allowed
      refine ⟨m, by omega, (hzero m).mpr ?_⟩
      have hpi : momentum N m = Real.pi := by
        unfold momentum
        rw [div_eq_iff (Nat.cast_ne_zero.mpr hN), hm]
        push_cast
        ring
      unfold hop
      rw [hpi, h, Complex.ofReal_neg, neg_mul, Complex.exp_neg, Complex.exp_pi_mul_I]
      norm_num

/-- The allowed plane waves fit on the ring: they are periodic after `N` cells. -/
theorem planeWave_periodic {N : ℕ} (hN : N ≠ 0) (k : ℕ) :
    Function.Periodic (planeWave N k) (N : ℤ) := by
  intro n
  have hm : momentum N k * N = 2 * Real.pi * k :=
    div_mul_cancel₀ _ (Nat.cast_ne_zero.mpr hN)
  have hmC : (momentum N k : ℂ) * N = 2 * Real.pi * k := by exact_mod_cast hm
  unfold planeWave
  rw [Complex.exp_eq_exp_iff_exists_int]
  refine ⟨(k : ℤ), ?_⟩
  push_cast
  linear_combination Complex.I * hmC

/-- On a plane wave with cell amplitudes `u`, the real-space Hamiltonian acts as the Bloch
matrix on `u`. -/
theorem ringH_planeWave (v w : ℝ) (N k : ℕ) (u : Fin 2 → ℂ) (n : ℤ) :
    ringH v w (fun j => planeWave N k j • u) n = planeWave N k n • (bloch v w N k *ᵥ u) := by
  have h1 : planeWave N k (n - 1) =
      planeWave N k n * Complex.exp (((-momentum N k : ℝ) : ℂ) * Complex.I) := by
    unfold planeWave
    rw [← Complex.exp_add]
    congr 1
    push_cast
    ring
  have h2 : planeWave N k (n + 1) =
      planeWave N k n * Complex.exp ((momentum N k : ℂ) * Complex.I) := by
    unfold planeWave
    rw [← Complex.exp_add]
    congr 1
    push_cast
    ring
  have hc : conj (hop v w N k) = v + w * Complex.exp ((momentum N k : ℂ) * Complex.I) := by
    simp [hop, ← Complex.exp_conj]
  have hb0 : (bloch v w N k *ᵥ u) 0 = hop v w N k * u 1 := by
    simp [bloch, Matrix.mulVec, dotProduct, Fin.sum_univ_two]
  have hb1 : (bloch v w N k *ᵥ u) 1 = conj (hop v w N k) * u 0 := by
    simp [bloch, Matrix.mulVec, dotProduct, Fin.sum_univ_two]
  refine funext (Fin.forall_fin_two.mpr ⟨?_, ?_⟩)
  · change (v : ℂ) * (planeWave N k n * u 1) + w * (planeWave N k (n - 1) * u 1) =
      planeWave N k n * (bloch v w N k *ᵥ u) 0
    rw [hb0, h1]
    unfold hop
    ring
  · change (v : ℂ) * (planeWave N k n * u 0) + w * (planeWave N k (n + 1) * u 0) =
      planeWave N k n * (bloch v w N k *ᵥ u) 1
    rw [hb1, h2, hc]
    ring

/-- If amplitudes obey `v c(m) + w c(m+1) = 0` and return to a nonzero starting value after `N`
steps, then `v^N = (-w)^N`. -/
theorem pow_eq_of_closed {N : ℕ} {v w : ℝ} (c : ℕ → ℂ)
    (h : ∀ m, (v : ℂ) * c m + w * c (m + 1) = 0) (hc : c N = c 0) (h0 : c 0 ≠ 0) :
    v ^ N = (-w) ^ N := by
  have key : ∀ m, (v : ℂ) ^ m * c 0 = (-(w : ℂ)) ^ m * c m := by
    intro m
    induction m with
    | zero => simp
    | succ m ih => linear_combination (v : ℂ) * ih + (-(w : ℂ)) ^ m * h m
  have hk := key N
  rw [hc] at hk
  exact_mod_cast mul_right_cancel₀ h0 hk

/-- The real-space ring of `N ≥ 1` cells has a nonzero zero-energy state exactly when `v = -w`,
or `v = w` and `N` is even. -/
theorem ring_zero_mode_iff {N : ℕ} (hN : N ≠ 0) (v w : ℝ) :
    (∃ ψ : ℤ → Fin 2 → ℂ, Function.Periodic ψ (N : ℤ) ∧ ψ ≠ 0 ∧ ∀ n, ringH v w ψ n = 0) ↔
      v = -w ∨ (v = w ∧ Even N) := by
  constructor
  · rintro ⟨ψ, hper, hψ, h⟩
    rw [← pow_eq_neg_pow_iff hN]
    obtain ⟨n, hn⟩ := Function.ne_iff.mp hψ
    obtain ⟨i, hi⟩ := Function.ne_iff.mp hn
    revert i
    refine Fin.forall_fin_two.mpr ⟨fun hi => ?_, fun hi => ?_⟩
    · -- carry the first sublattice amplitude once around the ring
      refine pow_eq_of_closed (fun m : ℕ => ψ (n + m) 0) (fun m => ?_) ?_ (by simpa using hi)
      · have e : n + ((m + 1 : ℕ) : ℤ) = n + m + 1 := by push_cast; ring
        rw [e]
        exact congrFun (h (n + m)) 1
      · simp [hper n]
    · -- the second sublattice is followed in the opposite direction
      refine pow_eq_of_closed (fun m : ℕ => ψ (n - m) 1) (fun m => ?_) ?_ (by simpa using hi)
      · have e : n - ((m + 1 : ℕ) : ℤ) = n - m - 1 := by push_cast; ring
        rw [e]
        exact congrFun (h (n - m)) 0
      · simp [hper.sub_eq n]
  · intro h
    obtain ⟨k, -, u, hu, hku⟩ := (bloch_gap_closes_iff hN v w).mpr h
    refine ⟨fun j => planeWave N k j • u, fun n => ?_, fun h0 => ?_, fun n => ?_⟩
    · beta_reduce
      rw [planeWave_periodic hN k n]
    · have h1 : planeWave N k 0 • u = 0 := congrFun h0 0
      exact (smul_ne_zero (Complex.exp_ne_zero _) hu) h1
    · rw [ringH_planeWave, hku, zero_smul, smul_zero]

end

end DimerizedRing
```

```lean
#print axioms DimerizedRing.bloch_levels
-- 'DimerizedRing.bloch_levels' depends on axioms: [propext, Classical.choice, Quot.sound]
#print axioms DimerizedRing.ring_zero_mode_iff
-- 'DimerizedRing.ring_zero_mode_iff' depends on axioms: [propext, Classical.choice, Quot.sound]
```

`momentum`, `hop` and `bloch` are θ(k), h(k) and the Bloch matrix. `IsLevel M E` says that E has a nonzero eigenvector; E may be any complex number, and `bloch_levels` shows that only the two real values above occur. It identifies the levels but does not count multiplicities.

`bloch_gap_closes_iff` is the zero-energy criterion over k < N. `ring_zero_mode_iff` is the same criterion for `ringH`, where a ring state is a function on the integers with period N and two complex components per cell. The hypothesis `hN : N ≠ 0` expresses N ≥ 1.

The model is non-interacting, with nearest-neighbour hopping, real amplitudes and periodic boundaries. The code does not show that plane waves exhaust the ring states, and its real-space criterion concerns zero energy only. Within this model, the result shows that the evenly spaced grid of momenta 2πk/N, k = 0, …, N−1, misses the band touching at v = w ≠ 0 when N is odd.

## How the lemmas follow the calculation

`normSq_hop` computes the real and imaginary parts of h(k) and combines them with sin² + cos² = 1. `isLevel_iff_sq` turns the existence of an eigenvector into a vanishing secular determinant, and `bloch_levels` takes the square root.

`pow_eq_neg_pow_iff` contains the parity argument. In `bloch_gap_closes_iff`, the step `hz` proves that the Bloch phase is an N-th root of unity; the converse supplies k = 0 or k = m explicitly.

`planeWave_periodic` and `ringH_planeWave` justify the plane-wave reduction. `pow_eq_of_closed` is the induction around the ring, and `ring_zero_mode_iff` applies it to whichever sublattice carries a nonzero amplitude. Its converse uses the Bloch eigenvector.

## Returning from complex to real numbers

The proof turns on `exact_mod_cast`. The Bloch phase and the amplitudes are complex, so the power condition first appears as an equation in ℂ. Read for complex hoppings with w ≠ 0, v^N = (−w)^N has N solutions v, so for N ≥ 3 it allows more than v = ±w. But both sides are built from real numbers embedded in ℂ, and `exact_mod_cast` removes the embeddings to leave the same equation in ℝ. The order of the real numbers then becomes available: `ho.strictMono_pow.injective` cancels an odd power, while for an even power `pow_left_inj₀` compares absolute values.
